# Four-point reorganisation energy of two displaced harmonic surfaces

Two harmonic energy surfaces with positive definite Hessians K0 and K1, whose minima are separated by a displacement d, have the four-point reorganisation energy

λ₄ = ⟨d, (K0 + K1) d⟩ / 2.

If both surfaces have the same Hessian, with a complete set of orthonormal modes u_j and eigenvalues w_j², w_j > 0, then

λ₄ = 2 Σ_j S_j w_j, with S_j = w_j ⟨u_j, d⟩² / 2.

Here ⟨·,·⟩ is the inner product of mass-weighted coordinates, w_j is the angular frequency usually written ω_j, S_j is the Huang–Rhys factor, and ħ = 1.

When a molecule gains or loses an electron, its nuclei are in general left at a geometry that is no longer the equilibrium one. Let E0 and E1 be the energies before and after the change, with minima at a and b. The four-point energy adds the relaxation energies on the two surfaces:

λ₄ = (E0(b) − E0(a)) + (E1(a) − E1(b)).

For charge hopping between two identical molecules, one molecule undergoes the change and the other its reverse, so λ₄ of one molecule is the intramolecular reorganisation energy of the pair. For equal Hessians it is twice the relaxation energy on a single surface, hence the factor 2 in the mode sum. In the Marcus rate for such a hop between identical molecules, λ₄ is the intramolecular part of the reorganisation energy, to which the surroundings can add a further part; no rate is derived here.

## Harmonic energies in shared coordinates

```lean
import Mathlib

open scoped InnerProductSpace

namespace MarcusReorganisation

noncomputable section

variable {V : Type*} [NormedAddCommGroup V] [InnerProductSpace ℝ V]
variable {ι : Type*} [Fintype ι]
```

The space `V` is a real inner product space, such as Rⁿ. The general formula needs no finite dimension; the mode sum uses a finite index type `ι`.

```lean
/-- The quadratic energy surface with offset `e`, linear map `K` (its Hessian if `K` is symmetric)
and centre `m`, in mass-weighted coordinates. -/
def surface (e : ℝ) (K : V →ₗ[ℝ] V) (m x : V) : ℝ :=
  e + ⟪x - m, K (x - m)⟫_ℝ / 2
```

A surface has an offset e, a linear map K and a centre m:

E(x) = e + ⟨x − m, K(x − m)⟩ / 2.

Harmonicity is thus built into the definition. It is used whenever an energy away from the centre is evaluated; with anharmonic terms, λ₄ generally acquires corrections. The step to a real molecule is the assumption that both of its surfaces are quadratic, in common vibrational coordinates, over the whole range between the two minima.

```lean
/-- A Hessian is positive definite if it is symmetric and every non-zero displacement
has positive curvature. -/
def PosDefHessian (K : V →ₗ[ℝ] V) : Prop :=
  K.IsSymmetric ∧ ∀ x : V, x ≠ 0 → 0 < ⟪x, K x⟫_ℝ

/-- The geometry `a` is a global minimiser of the energy `E`. -/
def IsMinimiser (E : V → ℝ) (a : V) : Prop := ∀ x, E a ≤ E x

/-- The four-point energy of two surfaces at the geometries `a` and `b`: the energy of `E0`
at `b` relative to `a`, plus the energy of `E1` at `a` relative to `b`. -/
def fourPoint (E0 E1 : V → ℝ) (a b : V) : ℝ := (E0 b - E0 a) + (E1 a - E1 b)
```

`PosDefHessian` combines symmetry with positive curvature along every non-zero displacement. `IsMinimiser` means a global minimiser. `fourPoint` accepts any two energy functions and any two geometries, so the formula for λ₄ is not hidden in its definition.

```lean
/-- For `w > 0` and a unit vector `u`, the Huang-Rhys factor of the mode with frequency `w` and
direction `u` for the displacement `d`, in units with `ħ = 1`. The same expression is used for all
`w` and `u`. -/
def huangRhys (w : ℝ) (u d : V) : ℝ := w * ⟪u, d⟫_ℝ ^ 2 / 2

/-- The Hessian that has the orthonormal modes `u j` with eigenvalues `w j ^ 2`. -/
def modeHessian (u : OrthonormalBasis ι ℝ V) (w : ι → ℝ) : V →ₗ[ℝ] V :=
  u.toBasis.constr ℝ (fun j => w j ^ 2 • u j)
```

`huangRhys` gives the factor S for one mode. `modeHessian` builds a Hessian from prescribed modes and frequencies.

## Symmetry makes K the Hessian

A matrix of second derivatives is symmetric. Write y = x − m and move by v. Then

⟨y + v, K(y + v)⟩ = ⟨y, Ky⟩ + ⟨y, Kv⟩ + ⟨v, Ky⟩ + ⟨v, Kv⟩.

Symmetry makes both cross terms equal to ⟨Ky, v⟩, and after halving,

E(x + v) = E(x) + ⟨K(x − m), v⟩ + ⟨v, Kv⟩ / 2.

The gradient is therefore K(x − m) and the Hessian is K.

```lean
/-- For a symmetric `K`, the second-order expansion of a harmonic surface is exact, with
gradient `K (x - m)` and Hessian `K`. -/
theorem surface_expansion {K : V →ₗ[ℝ] V} (hK : K.IsSymmetric) (e : ℝ) (m x v : V) :
    surface e K m (x + v) =
      surface e K m x + ⟪K (x - m), v⟫_ℝ + ⟪v, K v⟫_ℝ / 2 := by
  have h : x + v - m = (x - m) + v := by abel
  have h1 : ⟪K (x - m), v⟫_ℝ = ⟪x - m, K v⟫_ℝ := hK (x - m) v
  have h2 : ⟪K (x - m), v⟫_ℝ = ⟪v, K (x - m)⟫_ℝ := real_inner_comm _ _
  unfold surface
  rw [h, map_add, inner_add_left, inner_add_right, inner_add_right]
  -- the two cross terms coincide by symmetry
  linear_combination (-1 / 2) * h1 - (1 / 2) * h2
```

In the proof, `h1` is the symmetry of K and `h2` that of the real inner product; `linear_combination` merges the cross terms. Without symmetry, K(x − m) need not be the gradient. The value of λ₄ is less sensitive, because the energies contain K only through the quadratic form ⟨x, Kx⟩.

## Positive curvature locates the minima

Positive curvature means that every distortion from the centre costs energy. For x ≠ m,

E(x) − E(m) = ⟨x − m, K(x − m)⟩ / 2 > 0,

so m is a global minimiser and the only one.

```lean
/-- A harmonic surface with positive definite Hessian has its centre as its only
global minimiser. -/
theorem minimiser_iff {K : V →ₗ[ℝ] V} (hK : PosDefHessian K) (e : ℝ) (m a : V) :
    IsMinimiser (surface e K m) a ↔ a = m := by
  constructor
  · intro h
    by_contra hne
    have hm := h m
    have hp := hK.2 (a - m) (sub_ne_zero.mpr hne)
    simp only [surface, sub_self, map_zero, inner_zero_left, zero_div, add_zero] at hm
    linarith
  · intro h x
    rw [h]
    by_cases hx : x = m
    · exact le_of_eq (by rw [hx])
    · have hp := hK.2 (x - m) (sub_ne_zero.mpr hx)
      simp only [surface, sub_self, map_zero, inner_zero_left, zero_div, add_zero]
      linarith
```

In the forward direction, a minimiser a ≠ m would satisfy E(a) ≤ E(m), which contradicts positive curvature along a − m. The reverse direction treats x = m separately and uses the inequality above otherwise.

Non-negative curvature alone is not enough for the general formula. On a line, take K0 = 0 and K1 = 1. Every point then minimises E0, and E1(a) depends on which one is chosen. Overall translations of a molecule are flat on both surfaces, so they do not change λ₄, but they violate positive definiteness. To apply the theorem, V is therefore read as the space of internal vibrations.

## Minimisers, offsets and displacement

The hypotheses `ha` and `hb` say that each geometry is optimised on its own surface. Positive curvature then gives a = m and b = m + d. With offsets e0 and e1, the four energies are

E0(a) = e0,
E0(b) = e0 + ⟨d, K0 d⟩ / 2,
E1(b) = e1,
E1(a) = e1 + ⟨−d, K1(−d)⟩ / 2 = e1 + ⟨d, K1 d⟩ / 2.

Each offset appears once with each sign, and

λ₄ = ⟨d, K0 d⟩ / 2 + ⟨d, K1 d⟩ / 2 = ⟨d, (K0 + K1) d⟩ / 2.

```lean
/-- For harmonic surfaces with positive definite Hessians, arbitrary offsets and centres
displaced by `d`, the four-point reorganisation energy taken at the two minimisers is
`⟨d, (K0 + K1) d⟩ / 2`. -/
theorem reorganisation_energy {K0 K1 : V →ₗ[ℝ] V} (h0 : PosDefHessian K0)
    (h1 : PosDefHessian K1) {e0 e1 : ℝ} {m d a b : V}
    (ha : IsMinimiser (surface e0 K0 m) a)
    (hb : IsMinimiser (surface e1 K1 (m + d)) b) :
    fourPoint (surface e0 K0 m) (surface e1 K1 (m + d)) a b =
      ⟪d, (K0 + K1) d⟫_ℝ / 2 := by
  -- positive definiteness locates both equilibrium geometries
  rw [(minimiser_iff h0 e0 m a).1 ha, (minimiser_iff h1 e1 (m + d) b).1 hb]
  have hd : m + d - m = d := by abel
  have hd' : m - (m + d) = -d := by abel
  simp only [fourPoint, surface, hd, hd', sub_self, map_zero, inner_zero_left, map_neg,
    inner_neg_left, inner_neg_right, neg_neg, LinearMap.add_apply, inner_add_right]
  ring
```

The proof first replaces `a` and `b` by the centres through `minimiser_iff`. It then simplifies the two differences of centres to d and −d, and `ring` cancels the offsets. No condition is placed on `e0` and `e1`: their difference is the energy between the two minima, which does not affect λ₄. If a geometry is not a minimiser, the four-point expression still has a value, but in general a different one.

The displacement d is arbitrary, and may be zero. If d = 0, then λ₄ = 0; if d ≠ 0, both quadratic terms are positive.

```lean
/-- For positive definite Hessians, the four-point reorganisation energy at the two
minimisers is positive exactly when the centres are displaced. -/
theorem reorganisation_energy_pos_iff {K0 K1 : V →ₗ[ℝ] V} (h0 : PosDefHessian K0)
    (h1 : PosDefHessian K1) {e0 e1 : ℝ} {m d a b : V}
    (ha : IsMinimiser (surface e0 K0 m) a)
    (hb : IsMinimiser (surface e1 K1 (m + d)) b) :
    0 < fourPoint (surface e0 K0 m) (surface e1 K1 (m + d)) a b ↔ d ≠ 0 := by
  rw [reorganisation_energy h0 h1 ha hb]
  constructor
  · intro h hd
    rw [hd] at h
    simp at h
  · intro hd
    have p0 := h0.2 d hd
    have p1 := h1.2 d hd
    rw [LinearMap.add_apply, inner_add_right]
    linarith
```

This proof rewrites λ₄ by the general formula and applies the two curvature inequalities to d. If both Hessians were flat along d, displaced centres could have zero reorganisation energy.

## A common Hessian with a complete set of modes

Equal Hessians mean that the electronic change shifts the minimum but alters neither the frequencies nor the mode directions. The basis `u` is orthonormal and complete, and `h` states K u_j = w_j² u_j. Expanding y in the modes gives

y = Σ_j ⟨u_j, y⟩ u_j,
K y = Σ_j w_j² ⟨u_j, y⟩ u_j,
⟨x, K y⟩ = Σ_j w_j² ⟨u_j, x⟩ ⟨u_j, y⟩.

```lean
/-- In an orthonormal basis of modes with eigenvalues `w j ^ 2`, the Hessian form is a sum
of independent mode contributions. -/
theorem hessian_form (u : OrthonormalBasis ι ℝ V) {w : ι → ℝ} {K : V →ₗ[ℝ] V}
    (h : ∀ j, K (u j) = w j ^ 2 • u j) (x y : V) :
    ⟪x, K y⟫_ℝ = ∑ j, w j ^ 2 * ⟪u j, x⟫_ℝ * ⟪u j, y⟫_ℝ := by
  have hy : K y = ∑ j, ⟪u j, y⟫_ℝ • (w j ^ 2 • u j) := by
    conv_lhs => rw [← u.sum_repr' y]
    simp only [map_sum, map_smul, h]
  rw [hy, inner_sum]
  refine Finset.sum_congr rfl fun j _ => ?_
  rw [real_inner_smul_right, real_inner_smul_right, real_inner_comm (u j) x]
  ring
```

The Lean proof takes the same route: `u.sum_repr'` expands y, linearity moves K inside the sum, and the inner product is evaluated term by term.

The last expression is unchanged when x and y are exchanged, so K is symmetric. For y = x it is a sum of squares with weights w_j² > 0. A non-zero x has a non-zero component along some mode, so the sum is positive.

```lean
/-- A Hessian with an orthonormal basis of modes with eigenvalues `w j ^ 2`, all `w j`
positive, is positive definite. -/
theorem posDef_of_modes (u : OrthonormalBasis ι ℝ V) {w : ι → ℝ} {K : V →ₗ[ℝ] V}
    (hw : ∀ j, 0 < w j) (h : ∀ j, K (u j) = w j ^ 2 • u j) : PosDefHessian K := by
  refine ⟨fun x y => ?_, fun x hx => ?_⟩
  · rw [real_inner_comm y (K x), hessian_form u h, hessian_form u h]
    exact Finset.sum_congr rfl fun j _ => by ring
  · -- a non-zero displacement has a component along some mode
    have hj : ∃ j, ⟪u j, x⟫_ℝ ≠ 0 := by
      by_contra hn
      push Not at hn
      apply hx
      rw [← u.sum_repr' x]
      exact Finset.sum_eq_zero fun j _ => by rw [hn j, zero_smul]
    obtain ⟨j, hj⟩ := hj
    rw [hessian_form u h]
    refine Finset.sum_pos' (fun i _ => ?_) ⟨j, Finset.mem_univ j, ?_⟩
    · nlinarith [mul_nonneg (sq_nonneg (w i)) (sq_nonneg ⟪u i, x⟫_ℝ)]
    · have hp := mul_pos (pow_pos (hw j) 2) (pow_pos (abs_pos.mpr hj) 2)
      rw [sq_abs] at hp
      linarith [hp, show w j ^ 2 * ⟪u j, x⟫_ℝ * ⟪u j, x⟫_ℝ =
        w j ^ 2 * ⟪u j, x⟫_ℝ ^ 2 by ring]
```

Positive definiteness thus follows from the mode data and is not a separate assumption in the next theorem. Since S_j w_j = w_j² ⟨u_j, d⟩² / 2,

2 Σ_j S_j w_j = Σ_j w_j² ⟨u_j, d⟩² = ⟨d, K d⟩ = ⟨d, (K + K) d⟩ / 2 = λ₄.

```lean
/-- If both surfaces share a Hessian with an orthonormal basis of modes `u j`, eigenvalues `w j ^ 2`
and `w j > 0`, the four-point reorganisation energy at the minimisers is twice the sum of Huang-Rhys
factors times frequencies. -/
theorem reorganisation_energy_modes (u : OrthonormalBasis ι ℝ V) {w : ι → ℝ}
    {K : V →ₗ[ℝ] V} (hw : ∀ j, 0 < w j) (h : ∀ j, K (u j) = w j ^ 2 • u j)
    {e0 e1 : ℝ} {m d a b : V} (ha : IsMinimiser (surface e0 K m) a)
    (hb : IsMinimiser (surface e1 K (m + d)) b) :
    fourPoint (surface e0 K m) (surface e1 K (m + d)) a b =
      2 * ∑ j, huangRhys (w j) (u j) d * w j := by
  have hK := posDef_of_modes u hw h
  have hs : 2 * ∑ j, huangRhys (w j) (u j) d * w j = ⟪d, K d⟫_ℝ := by
    rw [hessian_form u h, Finset.mul_sum]
    exact Finset.sum_congr rfl fun j _ => by unfold huangRhys; ring
  rw [reorganisation_energy hK hK ha hb, hs, LinearMap.add_apply, inner_add_right]
  ring
```

The step `hs` is the first part of this chain, and `reorganisation_energy` supplies the rest.

Each part of the hypothesis has its own role:

- If the Hessians differ, the modes of one surface do not suffice in general. On a line with K0 = 1, K1 = 4 and d = 1, λ₄ is 5/2, whereas the mode sum gives 1 with the first frequency and 4 with the second.
- If the set of modes is incomplete, the sum misses the energy of any displacement along the absent directions.
- The condition w_j > 0 excludes flat modes and selects the positive root of w_j², so that S_j is not negative.

## Huang–Rhys factors from a gradient

The gradient at m of the surface centred at m + d is K(m − (m + d)) = −K d. For a mode u with K u = w² u, symmetry gives

⟨u, −K d⟩ = −⟨K u, d⟩ = −w² ⟨u, d⟩.

Squaring this yields

⟨u, −K d⟩² = w⁴ ⟨u, d⟩² = 2 w³ S.

```lean
/-- For a symmetric Hessian `K` and a vector `u` with `K u = w ^ 2 • u`, the expression
`huangRhys w u d` times `2 w ^ 3` is the squared inner product of `u` with the gradient, at `m`, of
the surface centred at `m + d`. -/
theorem huangRhys_gradient {K : V →ₗ[ℝ] V} (hK : K.IsSymmetric) {w : ℝ} {u : V}
    (hu : K u = w ^ 2 • u) (m d : V) :
    2 * w ^ 3 * huangRhys w u d = ⟪u, K (m - (m + d))⟫_ℝ ^ 2 := by
  have hd : m - (m + d) = -d := by abel
  have hg : ⟪u, K d⟫_ℝ = w ^ 2 * ⟪u, d⟫_ℝ := by
    rw [← hK u d, hu, real_inner_smul_left]
  rw [hd, map_neg, inner_neg_right, hg]
  unfold huangRhys
  ring
```

Here symmetry does enter the calculation: it moves K from d onto u, which is the step `hg`. The identity needs neither w > 0 nor a unit vector u. Solving it for S requires w ≠ 0.

## Two modes with frequencies 1 and 2

The mode hypotheses are met on the plane by the coordinate directions with Hessian eigenvalues 1 and 4.

```lean
/-- On the plane, the Hessian built from the two coordinate directions with frequencies
1 and 2 has these modes and is positive definite. -/
theorem modes_witness :
    (∀ j, modeHessian (EuclideanSpace.basisFun (Fin 2) ℝ) ![1, 2]
        (EuclideanSpace.basisFun (Fin 2) ℝ j) =
      (![1, 2] : Fin 2 → ℝ) j ^ 2 • EuclideanSpace.basisFun (Fin 2) ℝ j) ∧
    PosDefHessian (modeHessian (EuclideanSpace.basisFun (Fin 2) ℝ) ![1, 2]) := by
  have h : ∀ j, modeHessian (EuclideanSpace.basisFun (Fin 2) ℝ) ![1, 2]
      (EuclideanSpace.basisFun (Fin 2) ℝ j) =
      (![1, 2] : Fin 2 → ℝ) j ^ 2 • EuclideanSpace.basisFun (Fin 2) ℝ j := by
    intro j
    have hc := (EuclideanSpace.basisFun (Fin 2) ℝ).toBasis.constr_basis ℝ
      (fun j => (![1, 2] : Fin 2 → ℝ) j ^ 2 • EuclideanSpace.basisFun (Fin 2) ℝ j) j
    rw [OrthonormalBasis.coe_toBasis] at hc
    exact hc
  refine ⟨h, posDef_of_modes _ (fun j => ?_) h⟩
  fin_cases j <;> simp

end

end MarcusReorganisation
```

The proof reads off the action of `modeHessian` on its basis and then applies `posDef_of_modes`. For d = (1, 1), the factors are S = 1/2 and S = 1, and λ₄ = 2(1/2 · 1 + 1 · 2) = 5.

```lean
#print axioms MarcusReorganisation.reorganisation_energy
#print axioms MarcusReorganisation.reorganisation_energy_pos_iff
#print axioms MarcusReorganisation.reorganisation_energy_modes
#print axioms MarcusReorganisation.huangRhys_gradient
```

```
'MarcusReorganisation.reorganisation_energy' depends on axioms: [propext, Classical.choice, Quot.sound]
'MarcusReorganisation.reorganisation_energy_pos_iff' depends on axioms: [propext, Classical.choice, Quot.sound]
'MarcusReorganisation.reorganisation_energy_modes' depends on axioms: [propext, Classical.choice, Quot.sound]
'MarcusReorganisation.huangRhys_gradient' depends on axioms: [propext, Classical.choice, Quot.sound]
```

## In an electronic structure calculation

For a neutral molecule and its cation, one optimises both geometries and computes each state's energy at the other state's geometry. These are the four energies in λ₄. Within the harmonic model with a common Hessian, the same quantity can be resolved into modes: the mass-weighted difference of the aligned geometries is projected onto the normal modes, and each projection gives an S_j. Alternatively, the cation's gradient at the neutral geometry, taken in mass-weighted coordinates and projected onto mode j as g_j, gives S_j = g_j² / (2 w_j³), without optimising the cation.

The same four energies also yield a neighbouring result for the vertical gaps E1 − E0 at the two minima. Their difference, the gap at a minus the gap at b, is λ₄. Their mean is

e1 − e0 + ⟨d, (K1 − K0) d⟩ / 4.

For equal Hessians, the mean vertical gap is therefore the energy difference between the two minima.
